# The leading natural orbitals retain the most occupation of any k orthonormal orbitals

Let $P$ be a Hermitian one-particle density operator on an $N$-dimensional complex inner product space, with eigenvalues (occupations) $\nu_0 \ge \nu_1 \ge \cdots$ and orthonormal eigenvectors (natural orbitals) $b_0, b_1, \dots$. For $k \le N$ and any orthonormal orbitals $u_i$, $0 \le i < k$,

$$R(u) = \sum_{i<k} \mathrm{Re}\,\langle u_i, P u_i\rangle \;\le\; \sum_{i<k} \nu_i ,$$

and the choice $u_i = b_i$ gives equality.

In a frozen natural orbital calculation, the virtual block of an approximate density matrix is diagonalised, and its weakly occupied eigenvectors are left out of the correlation treatment. With $P$ this block in a finite basis, the result says that the truncation keeps the most occupation of the virtual space for a given number of virtual orbitals; it puts no bound on the error in the energy.

## The lost occupation as two nonnegative sums

The inner product is linear in its second argument. Expanding an orbital $x$ as $x = \sum_j \langle b_j, x\rangle b_j$ gives $Px = \sum_j \nu_j \langle b_j, x\rangle b_j$, and therefore

$$\langle x, Px\rangle = \sum_j \nu_j \langle b_j, x\rangle\langle x, b_j\rangle = \sum_j \nu_j\, |\langle x, b_j\rangle|^2 .$$

Define the weight of $b_j$ in the chosen orbitals by $w_j = \sum_i |\langle u_i, b_j\rangle|^2$. Summing the expansion over $x = u_i$ gives $R(u) = \sum_j \nu_j w_j$. Bessel's inequality gives $w_j \le \|b_j\|^2 = 1$, and completeness of the $b_j$ gives $\sum_j w_j = \sum_i \|u_i\|^2 = k$.

Now let $S$ be a set of $k$ indices, those of the retained natural orbitals. Then

$$\sum_{j\in S}\nu_j - R(u) = \sum_{j\in S}\nu_j(1-w_j) - \sum_{j\notin S}\nu_j w_j .$$

Since the weights sum to $k$, we also have $\sum_{j\in S}(1-w_j) = \sum_{j\notin S} w_j$. Multiplying this by any real $\mu$ and inserting it gives

$$\sum_{j\in S}\nu_j - R(u) = \sum_{j\in S}(\nu_j-\mu)(1-w_j) + \sum_{j\notin S}(\mu-\nu_j)\,w_j .$$

Suppose that no discarded occupation exceeds a retained one. If $k \ge 1$, take $\mu$ to be the smallest retained occupation. Every factor on the right is then nonnegative, which proves the bound. If $k = 0$, both sides of the bound are zero.

For equality, suppose first that every $u_i$ is orthogonal to every discarded $b_j$. Then $w_j = 0$ outside $S$, so the $k$ weights inside $S$ sum to $k$. As none exceeds one, each equals one, and the deficit vanishes. Conversely, suppose that the deficit vanishes and that every retained occupation is strictly larger than every discarded one. Each term of the second sum must be zero while $\mu - \nu_j > 0$, so $w_j = 0$, and every overlap $\langle u_i, b_j\rangle$ with a discarded orbital is zero.

Taking $S = \{0,\dots,k-1\}$ gives the opening statement.

## From overlaps to the ordered spectrum in Lean

The one-particle space is `E`, and the finite type `ι` labels the natural orbitals.

```lean
import Mathlib

open Finset

namespace FrozenNaturalOrbitals

noncomputable section

variable {E : Type*} [NormedAddCommGroup E] [InnerProductSpace ℂ E]
variable {ι : Type*} [Fintype ι] {k : ℕ}
```

The operator `P` is a complex-linear map, and `u : Fin k → E` lists the chosen orbitals with indices starting at zero. The next definition is $R(u)$. Its real part makes the value a real number; for Hermitian `P` nothing is lost.

```lean
/-- The occupation retained by the orbitals `u`: the sum of the expectation values of the
one-particle density operator `P` in these orbitals. -/
def retainedOccupation (P : E →ₗ[ℂ] E) (u : Fin k → E) : ℝ :=
  ∑ i, (inner ℂ (u i) (P (u i))).re
```

The weight $w_j$ is `weight u (b j)`.

```lean
/-- The weight of the orbital `x` in the orbitals `u`: the sum of the squared overlaps. -/
def weight (u : Fin k → E) (x : E) : ℝ :=
  ∑ i, ‖inner ℂ (u i) x‖ ^ 2
```

In the first lemma, `b` is an orthonormal basis and `hb` says that each `b j` is an eigenvector with real eigenvalue `ν j`. This already makes `P` Hermitian, so symmetry is not a separate hypothesis here. The proof expands `x` in the basis, applies `P` term by term, and identifies the product of an overlap and its conjugate with a squared modulus.

```lean
/-- The expectation value of `P` in `x` is the sum of the occupations of the natural orbitals,
each multiplied by the squared overlap of `x` with that orbital. -/
theorem expectation_eq {P : E →ₗ[ℂ] E} (b : OrthonormalBasis ι ℂ E) (ν : ι → ℝ)
    (hb : ∀ j, P (b j) = (ν j : ℂ) • b j) (x : E) :
    (inner ℂ x (P x)).re = ∑ j, ν j * ‖inner ℂ x (b j)‖ ^ 2 := by
  have hx : P x = ∑ j, inner ℂ (b j) x • ((ν j : ℂ) • b j) := by
    conv_lhs => rw [← b.sum_repr' x]
    simp only [map_sum, map_smul, hb]
  rw [hx, inner_sum, Complex.re_sum]
  refine Finset.sum_congr rfl fun j _ => ?_
  rw [inner_smul_right, inner_smul_right, ← inner_conj_symm (b j) x]
  generalize inner ℂ x (b j) = z
  rw [← Complex.normSq_eq_norm_sq, Complex.normSq_apply]
  simp only [Complex.mul_re, Complex.mul_im, Complex.conj_re, Complex.conj_im,
    Complex.ofReal_re, Complex.ofReal_im]
  ring
```

Bessel's inequality bounds the weight of a normalised orbital.

```lean
/-- A normalised orbital has weight at most one in any set of orthonormal orbitals. -/
theorem weight_le_one {u : Fin k → E} (hu : Orthonormal ℂ u) {x : E} (hx : ‖x‖ = 1) :
    weight u x ≤ 1 := by
  have h : ∑ i, ‖inner ℂ (u i) x‖ ^ 2 ≤ ‖x‖ ^ 2 := by
    apply hu.sum_inner_products_le
  rw [hx, one_pow] at h
  exact h
```

For the sum of the weights, the expectation formula is applied to the identity operator with all eigenvalues equal to one. This gives $\sum_j |\langle u_i, b_j\rangle|^2 = 1$ for each $i$; exchanging the two sums then gives $k$.

```lean
/-- The weights of a complete orthonormal basis in `k` orthonormal orbitals add up to `k`. -/
theorem sum_weight {u : Fin k → E} (hu : Orthonormal ℂ u) (b : OrthonormalBasis ι ℂ E) :
    ∑ j, weight u (b j) = k := by
  have h1 : ∀ i, ∑ j, ‖inner ℂ (u i) (b j)‖ ^ 2 = 1 := by
    intro i
    -- the expectation formula for the identity operator
    have h := expectation_eq (P := LinearMap.id) b (fun _ => 1) (fun j => by simp) (u i)
    rw [LinearMap.id_apply, inner_self_eq_norm_sq_to_K, hu.1 i] at h
    simpa using h.symm
  unfold weight
  rw [Finset.sum_comm, Finset.sum_congr rfl (fun i _ => h1 i)]
  simp
```

The deficit identity holds for every `μ` and every `S` with `k` elements, whatever the order of the occupations. Here `Sᶜ` is the discarded set. The proof first obtains `hr`, which is $R(u)=\sum_j\nu_jw_j$, then expands the two sums on the right as `e1` and `e2`. The final `linear_combination` uses the sum rule for the weights, multiplied by $-\mu$.

```lean
variable [DecidableEq ι]

/-- The occupation lost by using the orbitals `u` in place of the natural orbitals in `S`,
split into a part from `S` and a part from the discarded orbitals, for any reference level `μ`. -/
theorem deficit_eq {P : E →ₗ[ℂ] E} {u : Fin k → E} (hu : Orthonormal ℂ u)
    (b : OrthonormalBasis ι ℂ E) (ν : ι → ℝ) (hb : ∀ j, P (b j) = (ν j : ℂ) • b j)
    (S : Finset ι) (hS : S.card = k) (μ : ℝ) :
    ∑ j ∈ S, ν j - retainedOccupation P u =
      ∑ j ∈ S, (ν j - μ) * (1 - weight u (b j)) +
        ∑ j ∈ Sᶜ, (μ - ν j) * weight u (b j) := by
  have hr : retainedOccupation P u = ∑ j, ν j * weight u (b j) := by
    unfold retainedOccupation weight
    rw [Finset.sum_congr rfl (fun i _ => expectation_eq b ν hb (u i)), Finset.sum_comm]
    exact Finset.sum_congr rfl fun j _ => (Finset.mul_sum _ _ _).symm
  have hw := sum_weight hu b
  rw [← Finset.sum_add_sum_compl S] at hw hr
  have hc : ∑ _j ∈ S, μ = k * μ := by simp [hS]
  have e1 : ∑ j ∈ S, (ν j - μ) * (1 - weight u (b j)) =
      ∑ j ∈ S, ν j - ∑ j ∈ S, ν j * weight u (b j) - ∑ _j ∈ S, μ
        + μ * ∑ j ∈ S, weight u (b j) := by
    rw [Finset.mul_sum, ← Finset.sum_sub_distrib, ← Finset.sum_sub_distrib,
      ← Finset.sum_add_distrib]
    exact Finset.sum_congr rfl fun j _ => by ring
  have e2 : ∑ j ∈ Sᶜ, (μ - ν j) * weight u (b j) =
      μ * ∑ j ∈ Sᶜ, weight u (b j) - ∑ j ∈ Sᶜ, ν j * weight u (b j) := by
    rw [Finset.mul_sum, ← Finset.sum_sub_distrib]
    exact Finset.sum_congr rfl fun j _ => by ring
  rw [e1, e2, hc, hr]
  linear_combination (-μ) * hw
```

The bound needs the ordering hypothesis `hdom`: no discarded occupation exceeds a retained one. The case of empty `S` is treated separately, because the smallest retained occupation `ν m` exists only for nonempty `S`. The facts `hA` and `hB` are the signs of the two sums.

```lean
/-- If no discarded natural orbital is more occupied than a retained one, then no `k` orthonormal
orbitals retain more occupation than the `k` natural orbitals in `S`. -/
theorem retained_le {P : E →ₗ[ℂ] E} {u : Fin k → E} (hu : Orthonormal ℂ u)
    (b : OrthonormalBasis ι ℂ E) (ν : ι → ℝ) (hb : ∀ j, P (b j) = (ν j : ℂ) • b j)
    (S : Finset ι) (hS : S.card = k) (hdom : ∀ i ∈ S, ∀ j ∉ S, ν j ≤ ν i) :
    retainedOccupation P u ≤ ∑ j ∈ S, ν j := by
  rcases S.eq_empty_or_nonempty with h0 | hne
  · have hk : k = 0 := by rw [← hS, h0, Finset.card_empty]
    subst hk
    simp [retainedOccupation, h0]
  · -- the reference level is the smallest retained occupation
    obtain ⟨m, hm, hmin⟩ := S.exists_min_image ν hne
    have hd := deficit_eq hu b ν hb S hS (ν m)
    have hA : 0 ≤ ∑ j ∈ S, (ν j - ν m) * (1 - weight u (b j)) :=
      Finset.sum_nonneg fun j hj => mul_nonneg (sub_nonneg.2 (hmin j hj))
        (sub_nonneg.2 (weight_le_one hu (b.orthonormal.1 j)))
    have hB : 0 ≤ ∑ j ∈ Sᶜ, (ν m - ν j) * weight u (b j) :=
      Finset.sum_nonneg fun j hj => mul_nonneg
        (sub_nonneg.2 (hdom m hm j (Finset.mem_compl.1 hj)))
        (Finset.sum_nonneg fun i _ => sq_nonneg _)
    linarith
```

Orthogonality to the discarded orbitals suffices for equality with the sum over `S`, without any ordering. The proof shows that each retained weight is one and uses the deficit identity at $\mu = 0$.

```lean
/-- Any `k` orthonormal orbitals that are orthogonal to all discarded natural orbitals retain
exactly the occupation of the `k` natural orbitals in `S`. -/
theorem retained_eq_of_orthogonal {P : E →ₗ[ℂ] E} {u : Fin k → E} (hu : Orthonormal ℂ u)
    (b : OrthonormalBasis ι ℂ E) (ν : ι → ℝ) (hb : ∀ j, P (b j) = (ν j : ℂ) • b j)
    (S : Finset ι) (hS : S.card = k) (h : ∀ i, ∀ j ∉ S, inner ℂ (u i) (b j) = 0) :
    retainedOccupation P u = ∑ j ∈ S, ν j := by
  have hw : ∀ j ∉ S, weight u (b j) = 0 := fun j hj =>
    Finset.sum_eq_zero fun i _ => by rw [h i j hj]; simp
  have hsum := sum_weight hu b
  rw [← Finset.sum_add_sum_compl S,
    Finset.sum_eq_zero (s := Sᶜ) (fun j hj => hw j (Finset.mem_compl.1 hj)), add_zero] at hsum
  have hz : ∑ j ∈ S, (1 - weight u (b j)) = 0 := by
    rw [Finset.sum_sub_distrib, hsum]
    simp [hS]
  -- all weights in `S` are at most one and add up to `k`, so each is one
  have h1 : ∀ j ∈ S, 1 - weight u (b j) = 0 :=
    (Finset.sum_eq_zero_iff_of_nonneg fun j _ =>
      sub_nonneg.2 (weight_le_one hu (b.orthonormal.1 j))).1 hz
  have hd := deficit_eq hu b ν hb S hS 0
  have e1 : ∑ j ∈ S, (ν j - 0) * (1 - weight u (b j)) = 0 :=
    Finset.sum_eq_zero fun j hj => by rw [h1 j hj, mul_zero]
  have e2 : ∑ j ∈ Sᶜ, (0 - ν j) * weight u (b j) = 0 :=
    Finset.sum_eq_zero fun j hj => by rw [hw j (Finset.mem_compl.1 hj), mul_zero]
  linarith
```

With the strict gap `hgap`, the condition is also necessary. The proof compares one discarded term with the whole nonnegative sum, deduces that its weight is at most zero, and then compares a single squared overlap with that weight. When occupations are degenerate across the cut, other orbitals may reach the same total.

```lean
/-- If every retained natural orbital is strictly more occupied than every discarded one, then
`k` orthonormal orbitals reach the occupation of `S` exactly when they are orthogonal to all
discarded natural orbitals. -/
theorem retained_eq_iff {P : E →ₗ[ℂ] E} {u : Fin k → E} (hu : Orthonormal ℂ u)
    (b : OrthonormalBasis ι ℂ E) (ν : ι → ℝ) (hb : ∀ j, P (b j) = (ν j : ℂ) • b j)
    (S : Finset ι) (hS : S.card = k) (hgap : ∀ i ∈ S, ∀ j ∉ S, ν j < ν i) :
    retainedOccupation P u = ∑ j ∈ S, ν j ↔ ∀ i, ∀ j ∉ S, inner ℂ (u i) (b j) = 0 := by
  refine ⟨fun heq i j hj => ?_, retained_eq_of_orthogonal hu b ν hb S hS⟩
  have hne : S.Nonempty := Finset.card_pos.1 (by have := i.2; omega)
  obtain ⟨m, hm, hmin⟩ := S.exists_min_image ν hne
  have hd := deficit_eq hu b ν hb S hS (ν m)
  have hA : 0 ≤ ∑ j ∈ S, (ν j - ν m) * (1 - weight u (b j)) :=
    Finset.sum_nonneg fun j hj => mul_nonneg (sub_nonneg.2 (hmin j hj))
      (sub_nonneg.2 (weight_le_one hu (b.orthonormal.1 j)))
  have hpos : ∀ l ∈ Sᶜ, 0 ≤ (ν m - ν l) * weight u (b l) := fun l hl =>
    mul_nonneg (sub_nonneg.2 (hgap m hm l (Finset.mem_compl.1 hl)).le)
      (Finset.sum_nonneg fun i _ => sq_nonneg _)
  -- the discarded orbital `j` contributes nothing to the deficit, so its weight vanishes
  have hj1 := Finset.single_le_sum hpos (Finset.mem_compl.2 hj)
  have hg := sub_pos.2 (hgap m hm j hj)
  have hi : ‖inner ℂ (u i) (b j)‖ ^ 2 ≤ weight u (b j) :=
    Finset.single_le_sum (f := fun i => ‖inner ℂ (u i) (b j)‖ ^ 2)
      (fun i _ => sq_nonneg _) (Finset.mem_univ i)
  have hw : weight u (b j) ≤ 0 := by
    by_contra hc
    have := mul_pos hg (not_le.1 hc)
    linarith
  have h0 : ‖inner ℂ (u i) (b j)‖ ^ 2 = 0 := le_antisymm (hi.trans hw) (sq_nonneg _)
  exact norm_eq_zero.1 (pow_eq_zero_iff two_ne_zero |>.1 h0)
```

The main theorem takes a Hermitian operator, expressed by `P.IsSymmetric`, and obtains its eigenvalues and eigenvectors from the spectral theorem. The map `Fin.castLE hk` regards an index below `k` as an index below `N`. The four parts of the conclusion state that the eigenvalues are in decreasing order, that the bound holds for all orthonormal `u`, that the first `k` eigenvectors are orthonormal, and that they attain the bound.

Neither positivity of the occupations, nor an upper limit on them, nor a fixed electron number is assumed. The space is finite-dimensional, and `P` is given: how it was computed plays no role.

In the proof, `S` is the set of the first `k` indices. An index outside `S` cannot precede one inside it, so the decreasing order supplies `hdom`, and `retained_le` gives the bound. Attainment follows from `retained_eq_of_orthogonal`, since distinct vectors of the eigenbasis are orthogonal.

```lean
/-- Optimality of frozen natural orbitals: with the eigenvalues of a Hermitian `P` in decreasing
order, `k` orthonormal orbitals retain at most the sum of the first `k` eigenvalues, and the
corresponding eigenvectors are orthonormal and attain it. -/
theorem frozen_natural_orbitals_optimal [FiniteDimensional ℂ E] {N : ℕ}
    (hn : Module.finrank ℂ E = N) {P : E →ₗ[ℂ] E} (hP : P.IsSymmetric) (hk : k ≤ N) :
    Antitone (hP.eigenvalues hn) ∧
    (∀ u : Fin k → E, Orthonormal ℂ u →
      retainedOccupation P u ≤ ∑ i : Fin k, hP.eigenvalues hn (Fin.castLE hk i)) ∧
    Orthonormal ℂ (fun i : Fin k => hP.eigenvectorBasis hn (Fin.castLE hk i)) ∧
    retainedOccupation P (fun i : Fin k => hP.eigenvectorBasis hn (Fin.castLE hk i)) =
      ∑ i : Fin k, hP.eigenvalues hn (Fin.castLE hk i) := by
  have hanti : Antitone (hP.eigenvalues hn) := hP.eigenvalues_antitone hn
  have hb : ∀ j, P (hP.eigenvectorBasis hn j) =
      ((hP.eigenvalues hn j : ℝ) : ℂ) • hP.eigenvectorBasis hn j :=
    fun j => hP.apply_eigenvectorBasis hn j
  -- the retained set consists of the first `k` indices
  let S : Finset (Fin N) := Finset.univ.map (Fin.castLEEmb hk)
  have hS : S.card = k := by simp [S]
  have hsum : ∑ j ∈ S, hP.eigenvalues hn j =
      ∑ i : Fin k, hP.eigenvalues hn (Fin.castLE hk i) :=
    Finset.sum_map _ _ _
  have hdom : ∀ i ∈ S, ∀ j ∉ S, hP.eigenvalues hn j ≤ hP.eigenvalues hn i := by
    intro i hi j hj
    obtain ⟨a, _, rfl⟩ := Finset.mem_map.1 hi
    apply hanti
    by_contra h
    have hlt : (j : ℕ) < k := lt_trans (Fin.lt_def.1 (not_le.1 h)) a.2
    exact hj (Finset.mem_map.2 ⟨⟨j, hlt⟩, Finset.mem_univ _, Fin.ext rfl⟩)
  have ho : Orthonormal ℂ (fun i : Fin k => hP.eigenvectorBasis hn (Fin.castLE hk i)) :=
    (hP.eigenvectorBasis hn).orthonormal.comp _ (Fin.castLEEmb hk).injective
  refine ⟨hanti, fun u hu => ?_, ho, ?_⟩
  · rw [← hsum]
    exact retained_le hu _ _ hb S hS hdom
  · rw [← hsum]
    refine retained_eq_of_orthogonal ho _ _ hb S hS fun i j hj => ?_
    refine (hP.eigenvectorBasis hn).orthonormal.2 ?_
    rintro rfl
    exact hj (Finset.mem_map_of_mem (Fin.castLEEmb hk) (Finset.mem_univ i))

end

end FrozenNaturalOrbitals
```

```lean
#print axioms FrozenNaturalOrbitals.retained_eq_of_orthogonal
-- 'FrozenNaturalOrbitals.retained_eq_of_orthogonal' depends on axioms: [propext, Classical.choice, Quot.sound]
#print axioms FrozenNaturalOrbitals.retained_eq_iff
-- 'FrozenNaturalOrbitals.retained_eq_iff' depends on axioms: [propext, Classical.choice, Quot.sound]
#print axioms FrozenNaturalOrbitals.frozen_natural_orbitals_optimal
-- 'FrozenNaturalOrbitals.frozen_natural_orbitals_optimal' depends on axioms: [propext, Classical.choice, Quot.sound]
```
